# Growth of a starting error in the upward recursion for the Boys functions

If the Boys functions F_m(T) = ∫₀¹ t^(2m) exp(−T t²) dt are computed at T = 0.01 by recurring upward from a value of F_0 that is off by 10⁻¹⁶, the result for F_7 is wrong by more than 10, although its true value is below 1/15 and every step was carried out exactly. The file below proves the recurrence and gives the error after any number of such steps, for any starting error and every T > 0.

In Lean 4 with Mathlib:

```lean
import Mathlib

open Filter

namespace BoysUpwardRecursion

noncomputable section

/-- The Boys function `F_m(T)`, the integral of `t^(2m) exp(-T t^2)` over `[0,1]`. -/
def boys (T : ℝ) (m : ℕ) : ℝ :=
  ∫ t in (0 : ℝ)..1, t ^ (2 * m) * Real.exp (-T * t ^ 2)

/-- The upward recursion in exact arithmetic, started from the value `a` in place of `F_0(T)`. -/
def upward (T a : ℝ) : ℕ → ℝ
  | 0 => a
  | m + 1 => ((2 * (m : ℝ) + 1) * upward T a m - Real.exp (-T)) / (2 * T)

/-- The error after `m` upward steps when the starting value `F_0(T)` is off by `d`. -/
def upwardError (T d : ℝ) (m : ℕ) : ℝ :=
  upward T (boys T 0 + d) m - boys T m

/-- The product of the factors `(2j+1)/(2T)` over `j < m`. -/
def amplification (T : ℝ) (m : ℕ) : ℝ :=
  ∏ j ∈ Finset.range m, (2 * (j : ℝ) + 1) / (2 * T)

lemma amplification_succ (T : ℝ) (m : ℕ) :
    amplification T (m + 1) = amplification T m * ((2 * (m : ℝ) + 1) / (2 * T)) :=
  Finset.prod_range_succ _ _

lemma amplification_pos {T : ℝ} (hT : 0 < T) (m : ℕ) : 0 < amplification T m :=
  Finset.prod_pos fun j _ => by positivity

/-- The recurrence that links neighbouring Boys functions:
`2T F_(m+1) = (2m+1) F_m - exp(-T)`. -/
theorem boys_recurrence (T : ℝ) (m : ℕ) :
    2 * T * boys T (m + 1) = (2 * (m : ℝ) + 1) * boys T m - Real.exp (-T) := by
  -- the integrand of the recurrence is the derivative of `t^(2m+1) exp(-T t^2)`
  have hd : ∀ t ∈ Set.uIcc (0 : ℝ) 1,
      HasDerivAt (fun t : ℝ => t ^ (2 * m + 1) * Real.exp (-T * t ^ 2))
        ((2 * (m : ℝ) + 1) * (t ^ (2 * m) * Real.exp (-T * t ^ 2))
          - 2 * T * (t ^ (2 * (m + 1)) * Real.exp (-T * t ^ 2))) t := by
    intro t _
    have h1 : HasDerivAt (fun t : ℝ => t ^ (2 * m + 1)) ((2 * (m : ℝ) + 1) * t ^ (2 * m)) t :=
      (hasDerivAt_pow (2 * m + 1) t).congr_deriv (by simp)
    have h2 : HasDerivAt (fun t : ℝ => -T * t ^ 2) (-T * (2 * t)) t :=
      ((hasDerivAt_pow 2 t).const_mul (-T)).congr_deriv (by norm_num)
    exact (h1.fun_mul h2.exp).congr_deriv (by ring)
  have h := intervalIntegral.integral_eq_sub_of_hasDerivAt hd
    (Continuous.intervalIntegrable (by fun_prop) _ _)
  rw [intervalIntegral.integral_sub (Continuous.intervalIntegrable (by fun_prop) _ _)
    (Continuous.intervalIntegrable (by fun_prop) _ _),
    intervalIntegral.integral_const_mul, intervalIntegral.integral_const_mul] at h
  -- only the upper end point contributes
  have h0 : (1 : ℝ) ^ (2 * m + 1) * Real.exp (-T * 1 ^ 2)
      - 0 ^ (2 * m + 1) * Real.exp (-T * 0 ^ 2) = Real.exp (-T) := by simp
  have h' := h.trans h0
  unfold boys
  linear_combination -h'

/-- An initial error `d` in `F_0(T)` becomes, after `m` exact upward steps,
`d` times the product of `(2j+1)/(2T)` over `j < m`. -/
theorem upwardError_eq {T : ℝ} (hT : 0 < T) (d : ℝ) (m : ℕ) :
    upwardError T d m = d * ∏ j ∈ Finset.range m, (2 * (j : ℝ) + 1) / (2 * T) := by
  change upwardError T d m = d * amplification T m
  induction m with
  | zero => simp [upwardError, upward, amplification]
  | succ m ih =>
    have hb : boys T (m + 1)
        = ((2 * (m : ℝ) + 1) * boys T m - Real.exp (-T)) / (2 * T) := by
      rw [eq_div_iff (by positivity)]
      linear_combination boys_recurrence T m
    have hu : upward T (boys T 0 + d) (m + 1)
        = ((2 * (m : ℝ) + 1) * upward T (boys T 0 + d) m - Real.exp (-T)) / (2 * T) := rfl
    unfold upwardError at ih ⊢
    -- the inhomogeneous term `exp(-T)` cancels in the difference
    rw [hu, hb, amplification_succ]
    linear_combination (2 * (m : ℝ) + 1) / (2 * T) * ih

/-- For `T > 0`, the upward step from `F_m` to `F_(m+1)` multiplies the size of the error by
`(2m+1)/(2T)`. -/
theorem abs_upwardError_succ {T : ℝ} (hT : 0 < T) (d : ℝ) (m : ℕ) :
    |upwardError T d (m + 1)| = |upwardError T d m| * ((2 * (m : ℝ) + 1) / (2 * T)) := by
  have hr : 0 < (2 * (m : ℝ) + 1) / (2 * T) := by positivity
  rw [upwardError_eq hT, upwardError_eq hT, Finset.prod_range_succ, ← mul_assoc,
    abs_mul _ ((2 * (m : ℝ) + 1) / (2 * T)), abs_of_pos hr]

lemma abs_upwardError_pos {T d : ℝ} (hT : 0 < T) (hd : d ≠ 0) (m : ℕ) :
    0 < |upwardError T d m| := by
  rw [upwardError_eq hT]
  exact abs_pos.mpr (mul_ne_zero hd (amplification_pos hT m).ne')

/-- For `T > 0`, a nonzero error grows in the step from `F_m` to `F_(m+1)` exactly when `2T < 2m+1`.
-/
theorem error_grows_iff {T d : ℝ} (hT : 0 < T) (hd : d ≠ 0) (m : ℕ) :
    |upwardError T d m| < |upwardError T d (m + 1)| ↔ 2 * T < 2 * (m : ℝ) + 1 := by
  rw [abs_upwardError_succ hT, lt_mul_iff_one_lt_right (abs_upwardError_pos hT hd m),
    one_lt_div (by positivity)]

/-- After `m` upward steps the error is at least `|d| / (2T)^m` in size. -/
theorem error_lower_bound {T : ℝ} (hT : 0 < T) (d : ℝ) (m : ℕ) :
    |d| * (1 / (2 * T)) ^ m ≤ |upwardError T d m| := by
  induction m with
  | zero => simp [upwardError, upward]
  | succ m ih =>
    have h1 : (1 : ℝ) ≤ 2 * (m : ℝ) + 1 := by
      have := Nat.cast_nonneg (α := ℝ) m
      linarith
    have h2 : 1 / (2 * T) ≤ (2 * (m : ℝ) + 1) / (2 * T) := by gcongr
    rw [abs_upwardError_succ hT, pow_succ, ← mul_assoc]
    exact mul_le_mul ih h2 (by positivity) (abs_nonneg _)

/-- For every fixed `T > 0`, a nonzero initial error grows without bound
as the upward recursion is continued. -/
theorem error_diverges {T d : ℝ} (hT : 0 < T) (hd : d ≠ 0) :
    Tendsto (fun m => |upwardError T d m|) atTop atTop := by
  obtain ⟨N, hN⟩ := exists_nat_ge (2 * T)
  -- from step `N` on, every step at least doubles the error
  have key : ∀ k : ℕ, |upwardError T d N| * 2 ^ k ≤ |upwardError T d (k + N)| := by
    intro k
    induction k with
    | zero => simp
    | succ k ih =>
      have h2 : (2 : ℝ) ≤ (2 * ((k + N : ℕ) : ℝ) + 1) / (2 * T) := by
        rw [le_div_iff₀ (by positivity)]
        push_cast
        have := Nat.cast_nonneg (α := ℝ) k
        linarith
      rw [show k + 1 + N = k + N + 1 by omega, abs_upwardError_succ hT, pow_succ, ← mul_assoc]
      exact mul_le_mul ih h2 (by norm_num) (abs_nonneg _)
  have hpow : Tendsto (fun k : ℕ => (2 : ℝ) ^ k) atTop atTop :=
    tendsto_pow_atTop_atTop_of_one_lt one_lt_two
  exact (tendsto_add_atTop_iff_nat N).mp
    (tendsto_atTop_mono key (hpow.const_mul_atTop (abs_upwardError_pos hT hd N)))

/-- For every `T > 0`, if the initial error is nonzero, the relative error of the computed Boys
function increases strictly in each upward step. -/
theorem relative_error_grows {T d : ℝ} (hT : 0 < T) (hd : d ≠ 0) (m : ℕ) :
    |upwardError T d m| / boys T m < |upwardError T d (m + 1)| / boys T (m + 1) := by
  have hpos : ∀ k, 0 < boys T k := fun k =>
    intervalIntegral.intervalIntegral_pos_of_pos_on
      (Continuous.intervalIntegrable (by fun_prop) _ _)
      (fun t ht => mul_pos (pow_pos ht.1 _) (Real.exp_pos _)) one_pos
  -- the ratio of successive true values is below the error factor, since `exp(-T)` is subtracted
  have hlt : boys T (m + 1) < (2 * (m : ℝ) + 1) / (2 * T) * boys T m := by
    rw [div_mul_eq_mul_div, lt_div_iff₀ (by positivity)]
    linarith [boys_recurrence T m, Real.exp_pos (-T)]
  rw [div_lt_div_iff₀ (hpos m) (hpos (m + 1)), abs_upwardError_succ hT, mul_assoc]
  exact mul_lt_mul_of_pos_left hlt (abs_upwardError_pos hT hd m)

end

end BoysUpwardRecursion
```

```lean
#print axioms BoysUpwardRecursion.boys_recurrence
-- 'BoysUpwardRecursion.boys_recurrence' depends on axioms: [propext, Classical.choice, Quot.sound]
#print axioms BoysUpwardRecursion.error_grows_iff
-- 'BoysUpwardRecursion.error_grows_iff' depends on axioms: [propext, Classical.choice, Quot.sound]
#print axioms BoysUpwardRecursion.error_diverges
-- 'BoysUpwardRecursion.error_diverges' depends on axioms: [propext, Classical.choice, Quot.sound]
#print axioms BoysUpwardRecursion.relative_error_grows
-- 'BoysUpwardRecursion.relative_error_grows' depends on axioms: [propext, Classical.choice, Quot.sound]
```

## The integral, the recursion and the error

The definition `boys T m` is the integral F_m(T) itself, with T a real number and m a natural number. It is not defined through a series or through the recurrence, so the recurrence has to be proved.

The definition `upward T a m` is what a program would produce if its arithmetic were exact. It starts from a number `a`, which need not be the true F_0(T), and obtains each further value from the one before. Writing G_m for the computed values, this is

G_0 = a

G_(m+1) = ((2m+1) G_m − exp(−T)) / (2T).

The step with index m leads from order m to order m+1, so the first step has index 0.

The error `upwardError T d m` is the computed value minus the true one when the recursion starts from F_0(T) + d. Below it is called e_m:

e_m = G_m − F_m(T), with G_0 = F_0(T) + d.

The number d may have either sign. The last definition, `amplification T m`, is the product of the factors (2j+1)/(2T) over j = 0, …, m−1. For m = 0 the product is empty and equals 1.

The two central theorems are `boys_recurrence`, which states

2T F_(m+1)(T) = (2m+1) F_m(T) − exp(−T),

and `upwardError_eq`, which states for T > 0

e_m = d ∏_{j<m} (2j+1)/(2T).

The second is an equality and not an estimate, and it holds for every real d, however large. The recurrence needs no condition on T. At T = 0 it reduces to F_m(0) = 1/(2m+1). The hypothesis T > 0 enters with the recursion, which divides by 2T.

## Where T comes from in a Gaussian basis

Boys functions appear in the nuclear attraction and electron repulsion integrals over Gaussian basis functions. For two Gaussian charge distributions with total exponents p and q, whose centres are a distance R apart, the argument is

T = pq/(p+q) · R².

A small T therefore means that the centres are close together compared with the width of the broader distribution. Coincident centres give T = 0, which the error theorems exclude. Functions of higher angular momentum require higher orders m, and the recurrence offers these orders from F_0 at the cost of a few operations each.

For integral codes that feed a Fock build, the theorems say how an error in F_0 reaches the higher orders, in a model where that error is the only one and all later arithmetic is exact. They do not follow the error further, into the integrals, the Fock matrix or the energy.

## The recurrence from one derivative

Take the function t^(2m+1) exp(−T t²). By the product rule and the chain rule its derivative is

(2m+1) t^(2m) exp(−T t²) − 2T t^(2m+2) exp(−T t²).

Integrate this from 0 to 1. The first term gives (2m+1) F_m(T) and the second gives −2T F_(m+1)(T). By the fundamental theorem of calculus, the sum equals the difference of the function's values at the two ends. At t = 1 the value is exp(−T). At t = 0 it is zero, because the exponent 2m+1 is at least 1. Hence

(2m+1) F_m(T) − 2T F_(m+1)(T) = exp(−T),

which is the recurrence.

The proof of `boys_recurrence` takes the same path. The statement `hd` is the derivative, assembled from `h1` for the power and `h2` for the exponent −T t². The lemma `intervalIntegral.integral_eq_sub_of_hasDerivAt` is the fundamental theorem, and the rewriting after it splits the integral into its two terms and takes out the constant factors. The end points are evaluated in `h0`, and `linear_combination` rearranges the result.

## Why the starting error is multiplied

For T > 0 the recurrence can be divided by 2T, so that the true values satisfy

F_(m+1) = ((2m+1) F_m − exp(−T)) / (2T).

The computed values G_m obey the same rule. In the difference of the two equations the term exp(−T) cancels, which leaves

e_(m+1) = (2m+1)/(2T) · e_m.

With e_0 = d, repeated use gives e_1 = d · 1/(2T), then e_2 = d · (1·3)/(2T)², and after m steps the product stated above.

In `upwardError_eq` this is an induction on m. The statement `hb` is the recurrence solved for F_(m+1), and `hu` is the corresponding step of the recursion, which holds by definition. The lemma `amplification_succ` splits off the last factor of the product, and the final `linear_combination` multiplies the induction hypothesis by (2m+1)/(2T).

The numbers at the start of the text follow from this formula. At T = 0.01 the first seven factors are 50, 150, 250, 350, 450, 550 and 650, and their product is about 1.06 · 10¹⁷.

The loss of accuracy can also be seen in a single step. At small T the quantities (2m+1) F_m and exp(−T) are both close to 1, and their difference is of order T. The subtraction removes most of the true value but none of the error, and the division by 2T then enlarges both.

## When the absolute error grows

Since the factor (2m+1)/(2T) is positive, the sizes of the errors obey

|e_(m+1)| = |e_m| · (2m+1)/(2T).

This is `abs_upwardError_succ`, which follows from the product formula by splitting off the last factor. If d ≠ 0, no e_m is zero, because it is a product of nonzero numbers; this is `abs_upwardError_pos`, and it uses `amplification_pos`. The error therefore grows in the step from order m to order m+1 exactly when the factor exceeds 1, that is, when

2T < 2m+1.

This is `error_grows_iff`. For T < 1/2 the condition holds for every m, so every step amplifies. For T > 1/2 the early steps reduce the error and the later ones increase it. At T = 20, for example, the steps with index 0 to 19 reduce it, and growth begins with index 20.

A simple bound follows because 2j+1 ≥ 1 in every factor:

|e_m| ≥ |d| / (2T)^m.

This is `error_lower_bound`, proved by induction with one factor compared at a time. For T < 1/2 it shows growth that is at least exponential in m. For T ≥ 1/2 it remains true but no longer shows any growth.

At a fixed T > 0 the factors themselves increase with m, so a nonzero error finally exceeds every bound. To see this, choose a natural number N ≥ 2T. For every k ≥ 0,

(2(k+N)+1)/(2T) ≥ 2,

because 2N ≥ 4T. From order N on, each step at least doubles the error, so that

|e_(k+N)| ≥ 2^k |e_N|.

The right-hand side tends to infinity with k, since e_N ≠ 0. The theorem `error_diverges` proves the doubling estimate as `key`, by induction on k, and then removes the shift by N with `tendsto_add_atTop_iff_nat`. It concerns the limit of large m at fixed T. A given basis set needs only finitely many orders, and for these the product formula is the informative statement.

## The relative error at large T

A falling absolute error does not mean that significant digits are gained, because the true values F_m fall as well. The theorem `relative_error_grows` compares the error with the true value and states, for every T > 0, every d ≠ 0 and every m,

|e_m| / F_m < |e_(m+1)| / F_(m+1).

The true values are positive, since the integrand is positive for 0 < t < 1. Because exp(−T) > 0, the recurrence gives

F_(m+1) < (2m+1)/(2T) · F_m.

The error is multiplied by exactly (2m+1)/(2T), while the true value is multiplied by something smaller, so their ratio rises. In the proof, `hpos` is the positivity of the integrals and `hlt` is this inequality. The fractions are then cleared with `div_lt_div_iff₀`, and the inequality is multiplied by the positive number |e_m|.

The theorem gives the direction of the change but not its size. Dividing the two relative errors and inserting the recurrence shows that each step multiplies the relative error by

1 + exp(−T) / (2T F_(m+1)).

At T = 20 the first step changes it by only about one part in 10⁸. At small T, where F_(m+1) is close to 1/(2m+3), the factor is roughly (2m+3)/(2T). Strict growth of the relative error at every T is thus compatible with an upward recursion that is harmless at large T and low order.

## A model with rounding in every step

The recursion in the file has a single source of error, the starting value. A different model would add an error ε_m in the step with index m, to represent rounding or an inexact value of exp(−T):

e_(m+1) = (2m+1)/(2T) · e_m + ε_m.

The solution would then be a sum,

e_m = d ∏_{j<m} (2j+1)/(2T) + Σ_{k<m} ε_k ∏_{k<j<m} (2j+1)/(2T),

in which every error is multiplied by the factors of the steps that come after it. This is closer to floating-point arithmetic, but it changes what can be concluded. The contributions may cancel, so a nonzero d would no longer guarantee a lower bound on the error or its growth in a given step. The natural result would be an upper bound, with assumptions on the size of the ε_k. The exact-arithmetic model gives up this realism and in return isolates the amplification that belongs to the recurrence itself.
